# Equal quasiparticle and bare currents in a three-dimensional isotropic Fermi liquid mean m*/m = 1 + F₁/3

## Does the factor 1/3 hold for every continuous interaction?

Take a quasiparticle at the north pole of the Fermi sphere, and let its interaction with a quasiparticle at polar angle \(t\), averaged over spin and multiplied by the density of states at the Fermi surface, be \(A\cos t\), with \(A\) a dimensionless constant. Weight each direction on the sphere by this interaction and average. The sideways parts cancel, and the part along the pole is \(A\) times the average of \(\cos^2 t\), which is \(A/3\). For a Galilean-invariant liquid, Landau's theory reads this as backflow of the medium and concludes that \(m^*/m = 1 + A/3\), where \(m\) is the bare mass and \(m^*\) the effective mass.

I would like to see the same for a general continuous interaction \(F(\cos t)\), with \(A\) replaced by the Landau parameter \(F_1\). Can the average and the mass relation be derived rigorously, with a proof that a machine has checked?

## Only the first moment of F survives the average

Yes. The azimuthal integral removes the sideways parts for any \(F\), and the polar integral that remains is the first moment of \(F\), which is what \(F_1\) measures. The mass relation then follows by comparing two currents.

### From the sphere average to the mass

Set \(\hbar = 1\) and write \(\mu\) for the cosine of the angle between two quasiparticle momenta, so that \(m\) stays free for the bare mass. The Landau parameter is

\[
F_1 = \frac32\int_{-1}^{1}\mu F(\mu)\,d\mu .
\]

The unit direction with polar angle \(t\) and azimuth \(p\) is \(n(t,p) = (\sin t\cos p,\ \sin t\sin p,\ \cos t)\). For a fixed vector \(u = (a,b,c)\), the quantity to compute is

\[
B = \frac{1}{4\pi}\int_0^{\pi}\!\int_0^{2\pi} F(\cos t)\,\bigl(a\sin t\cos p + b\sin t\sin p + c\cos t\bigr)\sin t\;dp\,dt .
\]

Do the azimuthal integral first. Over a full turn \(\cos p\) and \(\sin p\) integrate to zero, and a constant is multiplied by \(2\pi\). The inner integral is therefore

\[
2\pi c\,\cos t\,F(\cos t)\sin t .
\]

Now substitute \(\mu = \cos t\), with \(d\mu = -\sin t\,dt\). As \(t\) runs from \(0\) to \(\pi\), \(\mu\) runs from \(1\) to \(-1\), and reversing the limits absorbs the minus sign:

\[
\int_0^{\pi}\cos t\,F(\cos t)\sin t\,dt = \int_{-1}^{1}\mu F(\mu)\,d\mu = \frac23F_1 .
\]

Together these give

\[
B = \frac{1}{4\pi}\cdot 2\pi c\cdot\frac23F_1 = \frac{cF_1}{3}.
\]

For the current, let \(k_F\) be the Fermi momentum. A quasiparticle at the pole moves with velocity \(k_F/m^*\) along the pole. Its presence also shifts the energies of the other quasiparticles, and the medium at the Fermi surface responds with a current of its own. With the density of states absorbed into \(F\), the scalar product of the total current with \(u\) is

\[
j_u = \frac{k_F}{m^*}\,(c + B) = \frac{k_F}{m^*}\,c\left(1+\frac{F_1}{3}\right).
\]

In a Galilean-invariant system the particle current is the total momentum divided by the bare mass. Adding a quasiparticle of momentum \(k_F\) along the pole must therefore add a current \(k_F/m\) along the pole, whose scalar product with \(u\) is \(k_Fc/m\). Setting \(c = 1\) gives

\[
\frac{k_F}{m^*}\left(1+\frac{F_1}{3}\right) = \frac{k_F}{m},
\qquad\text{hence}\qquad
m^* = m\left(1+\frac{F_1}{3}\right).
\]

Conversely, if the masses obey this relation, then \(1+F_1/3 = m^*/m\), and \(j_u = k_Fc/m\) for every \(u\). Since both masses are positive, \(1+F_1/3\) is positive, so \(F_1 > -3\).

The opening example fits into a slightly larger family. For

\[
F(\mu) = A_0 + A_1\mu + A_2\,\frac{3\mu^2-1}{2},
\]

the terms with \(A_0\) and \(A_2\) become odd after multiplication by \(\mu\) and integrate to zero. The middle term gives \(\tfrac32\cdot\tfrac23A_1\), so \(F_1 = A_1\). A constant interaction, in particular, leaves the mass unchanged.

Here is the complete Lean file.

```lean
import Mathlib

open scoped Real

namespace FermiLiquidBackflow

noncomputable section

/-- The Landau parameter `F1` of an interaction `F` that depends on the cosine `m` of the
angle between two quasiparticle momenta. -/
def landauF1 (F : ℝ → ℝ) : ℝ := 3 / 2 * ∫ m in (-1 : ℝ)..1, m * F m

/-- The scalar product of the vector `(a, b, c)` with the unit direction of polar angle `t` and
azimuth `p`. -/
def component (a b c t p : ℝ) : ℝ :=
  a * Real.sin t * Real.cos p + b * Real.sin t * Real.sin p + c * Real.cos t

/-- The average of a function of polar angle and azimuth over the Fermi sphere. -/
def sphereAverage (g : ℝ → ℝ → ℝ) : ℝ :=
  1 / (4 * π) * ∫ t in (0 : ℝ)..π, ∫ p in (0 : ℝ)..(2 * π), g t p * Real.sin t

/-- The scalar product of `(a, b, c)` with the current carried by a quasiparticle at the north pole
of the Fermi sphere: its own velocity, `kF / mstar` along the pole, plus the backflow of the medium.
The formula is meant for nonzero `mstar`; the definition does not require it. -/
def quasiparticleCurrent (F : ℝ → ℝ) (kF mstar a b c : ℝ) : ℝ :=
  kF / mstar * (component a b c 0 0 +
    sphereAverage (fun t p => F (Real.cos t) * component a b c t p))

/-- Over a full turn of the azimuth the transverse terms integrate to zero and only the constant
term remains. -/
theorem azimuthal_integral (A B C : ℝ) :
    ∫ p in (0 : ℝ)..(2 * π), (A * Real.cos p + B * Real.sin p + C) = 2 * π * C := by
  have hd : ∀ p ∈ Set.uIcc (0 : ℝ) (2 * π),
      HasDerivAt (fun p => A * Real.sin p - B * Real.cos p + C * p)
        (A * Real.cos p + B * Real.sin p + C) p := by
    intro p _
    have h := (((Real.hasDerivAt_sin p).const_mul A).fun_sub
      ((Real.hasDerivAt_cos p).const_mul B)).fun_add ((hasDerivAt_id' p).const_mul C)
    exact h.congr_deriv (by ring)
  rw [intervalIntegral.integral_eq_sub_of_hasDerivAt hd
    (Continuous.intervalIntegrable (by fun_prop) _ _)]
  simp only [Real.sin_two_pi, Real.cos_two_pi, Real.sin_zero, Real.cos_zero]
  ring

/-- For `G` continuous on `[-1, 1]`, the integral of `G (cos t) * sin t` over the polar angle is the
plain integral of `G` over the cosine. -/
theorem polar_substitution (G : ℝ → ℝ) (hG : ContinuousOn G (Set.Icc (-1) 1)) :
    ∫ t in (0 : ℝ)..π, G (Real.cos t) * Real.sin t = ∫ m in (-1 : ℝ)..1, G m := by
  have h := intervalIntegral.integral_comp_mul_deriv' (a := 0) (b := π) (f := Real.cos)
    (f' := fun t => -Real.sin t) (g := G) (fun t _ => Real.hasDerivAt_cos t)
    (Real.continuous_sin.neg.continuousOn)
    (hG.mono (by
      rintro _ ⟨t, _, rfl⟩
      exact ⟨Real.neg_one_le_cos t, Real.cos_le_one t⟩))
  -- the cosine runs from 1 down to -1, which absorbs the sign of its derivative
  rw [Real.cos_zero, Real.cos_pi, intervalIntegral.integral_symm (-1) 1] at h
  simp only [Function.comp_apply, mul_neg, intervalIntegral.integral_neg] at h
  linarith

/-- For `F` continuous on `[-1, 1]`, the average over the Fermi sphere of `F (cos t)` times the
scalar product of `(a, b, c)` with the direction is `c * F1 / 3`. -/
theorem backflow_average (F : ℝ → ℝ) (hF : ContinuousOn F (Set.Icc (-1) 1)) (a b c : ℝ) :
    sphereAverage (fun t p => F (Real.cos t) * component a b c t p) = c * landauF1 F / 3 := by
  -- the azimuthal integral leaves only the longitudinal component
  have inner_int : ∀ t : ℝ,
      ∫ p in (0 : ℝ)..(2 * π), F (Real.cos t) * component a b c t p * Real.sin t
        = 2 * π * c * (Real.cos t * F (Real.cos t) * Real.sin t) := by
    intro t
    have h := azimuthal_integral (F (Real.cos t) * a * Real.sin t ^ 2)
      (F (Real.cos t) * b * Real.sin t ^ 2) (F (Real.cos t) * c * Real.cos t * Real.sin t)
    refine Eq.trans (intervalIntegral.integral_congr (fun p _ => ?_)) (h.trans (by ring))
    simp only [component]
    ring
  -- the polar integral is the first moment of the interaction
  have hp : ∫ t in (0 : ℝ)..π, Real.cos t * F (Real.cos t) * Real.sin t
      = ∫ m in (-1 : ℝ)..1, m * F m :=
    polar_substitution (fun m => m * F m) (continuousOn_id.mul hF)
  simp only [sphereAverage, landauF1, inner_int, intervalIntegral.integral_const_mul]
  rw [hp, one_div, inv_mul_eq_iff_eq_mul₀ (by positivity)]
  ring

/-- For `F` continuous on `[-1, 1]` and positive `kF`, `m` and `mstar`, the quasiparticle current
and the bare current, `kF / m` along the pole, have the same scalar product with every vector `(a,
b, c)` exactly when `mstar = m * (1 + F1 / 3)`. -/
theorem effective_mass_iff (F : ℝ → ℝ) (hF : ContinuousOn F (Set.Icc (-1) 1))
    {kF m mstar : ℝ} (hk : 0 < kF) (hm : 0 < m) (hs : 0 < mstar) :
    (∀ a b c, quasiparticleCurrent F kF mstar a b c = kF / m * component a b c 0 0) ↔
      mstar = m * (1 + landauF1 F / 3) := by
  have pole : ∀ a b c : ℝ, component a b c 0 0 = c := by
    intro a b c
    simp [component]
  have key : ∀ a b c, quasiparticleCurrent F kF mstar a b c
      = kF / mstar * (c * (1 + landauF1 F / 3)) := by
    intro a b c
    rw [quasiparticleCurrent, backflow_average F hF, pole]
    ring
  constructor
  · intro h
    -- the longitudinal component fixes the mass
    have h1 := h 0 0 1
    rw [key, pole] at h1
    field_simp at h1
    linarith
  · intro h a b c
    have h2 : 1 + landauF1 F / 3 = mstar / m := by
      rw [eq_div_iff hm.ne']
      linarith
    rw [key, pole, h2]
    field_simp

/-- If `F` is continuous on `[-1, 1]`, the Fermi momentum and both masses are positive, and the
quasiparticle current equals the bare current, then `F1` is greater than `-3`. -/
theorem landauF1_gt_neg_three (F : ℝ → ℝ) (hF : ContinuousOn F (Set.Icc (-1) 1))
    {kF m mstar : ℝ} (hk : 0 < kF) (hm : 0 < m) (hs : 0 < mstar)
    (hG : ∀ a b c, quasiparticleCurrent F kF mstar a b c = kF / m * component a b c 0 0) :
    -3 < landauF1 F := by
  have h := (effective_mass_iff F hF hk hm hs).1 hG
  rw [h] at hs
  have h1 := pos_of_mul_pos_right hs hm.le
  linarith

/-- For an interaction with Legendre terms of order zero, one and two, `F1` is the coefficient
of the first-order term. -/
theorem landauF1_legendre (A₀ A₁ A₂ : ℝ) :
    landauF1 (fun m => A₀ + A₁ * m + A₂ * ((3 * m ^ 2 - 1) / 2)) = A₁ := by
  have hd : ∀ m ∈ Set.uIcc (-1 : ℝ) 1,
      HasDerivAt (fun m : ℝ => (A₀ / 2 - A₂ / 4) * m ^ 2 + A₁ / 3 * m ^ 3 + 3 * A₂ / 8 * m ^ 4)
        (m * (A₀ + A₁ * m + A₂ * ((3 * m ^ 2 - 1) / 2))) m := by
    intro m _
    have h := (((hasDerivAt_pow 2 m).const_mul (A₀ / 2 - A₂ / 4)).fun_add
      ((hasDerivAt_pow 3 m).const_mul (A₁ / 3))).fun_add
      ((hasDerivAt_pow 4 m).const_mul (3 * A₂ / 8))
    exact h.congr_deriv (by norm_num; ring)
  rw [landauF1, intervalIntegral.integral_eq_sub_of_hasDerivAt hd
    (Continuous.intervalIntegrable (by fun_prop) _ _)]
  ring

end

end FermiLiquidBackflow
```

```lean
#print axioms FermiLiquidBackflow.landauF1_gt_neg_three
#print axioms FermiLiquidBackflow.landauF1_legendre
```

```
'FermiLiquidBackflow.landauF1_gt_neg_three' depends on axioms: [propext, Classical.choice, Quot.sound]
'FermiLiquidBackflow.landauF1_legendre' depends on axioms: [propext, Classical.choice, Quot.sound]
```

### What the definitions and theorems say

`landauF1 F` is \(F_1\) as defined above; the integration variable that the file calls `m` there is the \(\mu\) of the derivation. In `effective_mass_iff` and `landauF1_gt_neg_three`, `m` is the bare mass. The prefactor \(3/2\) fixes the convention in which \(F_1\) is the plain coefficient of the first Legendre polynomial. If the expansion is written with explicit factors \(2\ell+1\), the first coefficient is a third as large and the mass relation loses its \(1/3\).

`component a b c t p` is the scalar product \(u\cdot n(t,p)\). For \(u\) of unit length this is the component of \(n(t,p)\) along \(u\). The theorems hold for all real `a`, `b` and `c`. `sphereAverage` is the double integral with weight \(\sin t\), divided by \(4\pi\), so the average of the constant 1 is 1.

`quasiparticleCurrent F kF mstar a b c` is \(j_u\). The quasiparticle's own direction enters as `component a b c 0 0`, which is the pole. Fixing the pole loses no physics in an isotropic system, because the axes can be chosen along the momentum of interest.

`backflow_average` states that the interaction-weighted average equals `c * landauF1 F / 3`. Its only hypothesis is `ContinuousOn F (Set.Icc (-1) 1)`: the interaction is continuous for all angles, including forward and backward directions. This excludes the bare exchange interaction of the electron gas, which diverges as \(\mu\to1\).

`effective_mass_iff` takes positive `kF`, `m` and `mstar`. It says that the quasiparticle current equals the bare current for all `a`, `b` and `c` if and only if `mstar = m * (1 + landauF1 F / 3)`. Galilean invariance appears as the left side of this equivalence. The form of the current is put in by definition; it is not derived from a many-electron Hamiltonian, and neither is \(F\).

`landauF1_gt_neg_three` assumes the equality of currents as `hG` and concludes that \(F_1 > -3\). The bound comes from the assumed positive masses, not from an analysis of how the Fermi surface responds to deformation. `landauF1_legendre` is the statement about three Legendre terms, for arbitrary real coefficients.

The model is three-dimensional and isotropic, with a sharp Fermi surface and an interaction that depends only on the angle. For the uniform electron gas within this model, the relation lets separately computed values of \(m^*/m\) and \(F_1\) be tested against each other. In a crystal the lattice breaks Galilean invariance, and the condition on the current no longer applies in this form.

### How the Lean proof follows the integrals

`azimuthal_integral` handles \(A\cos p + B\sin p + C\) for constants \(A\), \(B\) and \(C\). It supplies the antiderivative \(A\sin p - B\cos p + Cp\), checks its derivative in `hd`, and evaluates it at \(0\) and \(2\pi\). Only \(2\pi C\) is left.

`polar_substitution` is the change of variable for a general continuous function `G`. It applies Mathlib's substitution theorem with the cosine as inner function. Continuity of `G` is known only on \([-1,1]\), so the proof also shows that the cosine stays in that interval. `intervalIntegral.integral_symm` then reverses the limits, and the two minus signs cancel.

`backflow_average` joins the two. The step `inner_int` applies `azimuthal_integral` at each fixed \(t\), with the coefficients

\[
F(\cos t)\,a\sin^2t,\qquad F(\cos t)\,b\sin^2t,\qquad F(\cos t)\,c\cos t\sin t .
\]

The step `hp` applies `polar_substitution` to the function \(\mu F(\mu)\), which is continuous because \(F\) is. What remains is the arithmetic of the factors \(1/(4\pi)\), \(2\pi\) and \(3/2\).

In `effective_mass_iff`, `pole` evaluates the scalar product at the north pole as \(c\), and `key` puts the current into the form \((k_F/m^*)\,c\,(1+F_1/3)\). For the forward direction the proof chooses \(u = (0,0,1)\), clears denominators with `field_simp` and solves the linear equation. For the reverse direction it replaces \(1+F_1/3\) by \(m^*/m\), after which the effective mass cancels.

`landauF1_gt_neg_three` inserts the mass relation into the hypothesis \(m^* > 0\). A positive product with a positive first factor has a positive second factor, which is the bound. `landauF1_legendre` again uses an explicit antiderivative,

\[
\left(\frac{A_0}{2}-\frac{A_2}{4}\right)\mu^2 + \frac{A_1}{3}\mu^3 + \frac{3A_2}{8}\mu^4 .
\]

Its even powers cancel between \(\mu = 1\) and \(\mu = -1\), leaving \(2A_1/3\), and the prefactor \(3/2\) turns this into \(A_1\).

### Starting from the interaction before it is made dimensionless

The file takes the dimensionless \(F\) as given. A different model would start from the spin-symmetric interaction \(f(\mu)\) and set \(F = Nf\), where \(N = m^*k_F/\pi^2\) is the density of states per volume for both spins. The effective mass is then hidden inside \(F_1\) as well. With \(f_1 = \tfrac32\int_{-1}^{1}\mu f(\mu)\,d\mu\), the same comparison of currents reads

\[
\frac1m = \frac1{m^*} + \frac{k_Ff_1}{3\pi^2}.
\]

This determines \(m^*\) from \(f\), but a positive solution exists only if \(mk_Ff_1/(3\pi^2) < 1\). The file contains no theorem in that form. One asserting that a positive solution exists for given \(m\), \(k_F\) and \(f\) would have to assume this inequality or something that implies it. With \(F\) as the input, the mass relation is explicit and the question of solving for \(m^*\) does not arise.
